# A collective-variable cube wider than one hill takes exponentially many hills to cover

Let $d$ collective variables each range over $[0,L]$, with $L>0$, and let a hill of radius $r>0$ reach the points within sup-norm distance $r$ of its centre. The least number of hills that cover the cube $[0,L]^d$ is exactly

$$m^d,\qquad m=\left\lceil \frac{L}{2r}\right\rceil .$$

In particular, a cover by $N$ hills has $N\ge (L/(2r))^d$, and if $L>2r$ then $N\ge 2^d$. For metadynamics with hills of strictly finite range, this bounds from below the number of deposits needed before the bias is nonzero throughout the cube.

## Separated points below, a lattice of hills above

**Spacing.** Put $n=m-1$. By the definition of the ceiling, $n<L/(2r)$, so $L-2rn>0$. Share this leftover length by setting

$$e=\frac{L-2rn}{n+1}>0,\qquad a=2r+e>2r .$$

For each integer $k$ with $0\le k\le n$,

$$ka\le na=2rn+ne\le 2rn+(n+1)e=L .$$

So the $m$ points $0,a,\dots,na$ lie in $[0,L]$.

**Lower bound.** For each $k=(k_j)$ with $k_j\in\{0,\dots,m-1\}$, take the grid point with coordinates $k_ja$. There are $m^d$ such points, all in the cube. If $k\ne k'$, some coordinate $j$ has $|k_j-k'_j|\ge1$, and there the points differ by at least $a>2r$. Two points in one hill with centre $c$ would satisfy

$$|k_ja-k'_ja|\le|k_ja-c_j|+|c_j-k'_ja|\le 2r,$$

a contradiction. Different grid points therefore need different hills, and $N\ge m^d$.

**Upper bound.** Place hills at the points with coordinates $(2k_j+1)r$, $0\le k_j<m$. Given $x\in[0,L]$, choose $k=0$ if $x=0$; then $|x-r|=r$. If $x>0$, choose $k=\lceil x/(2r)\rceil-1$, so that

$$k<\frac{x}{2r}\le k+1,\qquad\text{hence}\qquad |x-(2k+1)r|\le r .$$

Since $k<x/(2r)\le L/(2r)$, also $k<m$. Doing this in every coordinate finds a hill that reaches the given point, so $m^d$ hills suffice.

**Consequences.** The volume bound follows from $L/(2r)\le m$. If $L>2r$, then $m\ge2$, which gives $2^d$. Finally, suppose a bias $\sum_i w_i\varphi(s-c_i)$ is nonzero at $s$. Some term is nonzero, and if $\varphi$ vanishes beyond distance $r$, the centre $c_i$ of that term lies within $r$ of $s$. A bias that is nonzero throughout the cube thus comes from a covering family of hills.

At the small end, $L\le2r$ gives $m=1$: a single hill covers the cube for every $d$, and there is no exponential growth. For $d=0$ the cube is one point, and the formula again gives one hill.

## Cube, hills and bias as Lean objects

```lean
import Mathlib

open Finset

namespace CollectiveVariableCovering
```

A point of collective-variable space is a function `Fin d → ℝ`, whose distance in Mathlib is the largest coordinate difference. `Covers c r L` says that every point of the cube lies in a closed ball of radius `r` around some `c i`. Centres may coincide or lie outside the cube.

```lean
/-- Hills of radius `r` centred at the points `c i` cover the cube `[0, L]^d` of
collective-variable space: each point of the cube lies in a closed sup-norm ball
around some centre. -/
def Covers {ι : Type*} {d : ℕ} (c : ι → Fin d → ℝ) (r L : ℝ) : Prop :=
  ∀ s : Fin d → ℝ, (∀ j, s j ∈ Set.Icc 0 L) → ∃ i, s ∈ Metric.closedBall (c i) r
```

The bias has one shape `φ` for all hills, while the heights `w i` are arbitrary real numbers.

```lean
/-- The bias potential at the point `s`: a sum of hills of common shape `φ`, with heights `w i`
and centres `c i`. -/
def bias {ι : Type*} [Fintype ι] {d : ℕ} (w : ι → ℝ) (φ : (Fin d → ℝ) → ℝ)
    (c : ι → Fin d → ℝ) (s : Fin d → ℝ) : ℝ :=
  ∑ i, w i * φ (s - c i)
```

All variables share the range `L` and the radius `r`. Rescaling each variable can give the hills a common width, but equal ranges are then a further assumption. The variables are not periodic, and the whole cube counts, including regions that a simulation might never visit. No dynamics enters.

One could also measure distance in the Euclidean norm. A Euclidean ball lies inside the sup-norm ball of the same radius, so the lower bounds would survive. The lattice above would fail for $d\ge2$: the corner at the origin is $r\sqrt d>r$ away from its nearest centre.

## The lower bound in Lean

The first theorem is the spacing step, with `⌈L / (2 * r)⌉₊` for $m$ and the same `n` and `e` as above. The closing `calc` is the chain $ka\le na\le L$.

```lean
/-- For positive `L` and `r`, the interval `[0, L]` has room for `⌈L / (2r)⌉` equally spaced
points, starting at zero, whose spacing exceeds the hill diameter `2r`. -/
theorem exists_spacing {L r : ℝ} (hL : 0 < L) (hr : 0 < r) :
    ∃ a : ℝ, 2 * r < a ∧ ∀ k : ℕ, k < ⌈L / (2 * r)⌉₊ → (k : ℝ) * a ≤ L := by
  have hpos : 0 < ⌈L / (2 * r)⌉₊ := Nat.ceil_pos.2 (by positivity)
  obtain ⟨n, hn⟩ := Nat.exists_eq_succ_of_ne_zero hpos.ne'
  have h1 : (n : ℝ) < L / (2 * r) := Nat.lt_ceil.1 (by omega)
  rw [lt_div_iff₀ (by positivity)] at h1
  have hn0 : (0 : ℝ) < (n : ℝ) + 1 := by positivity
  -- the length left over by `n` hill diameters is shared among the gaps
  obtain ⟨e, he, hmul⟩ : ∃ e : ℝ, 0 < e ∧ e * ((n : ℝ) + 1) = L - n * (2 * r) :=
    ⟨(L - n * (2 * r)) / ((n : ℝ) + 1), div_pos (by linarith) hn0,
      div_mul_cancel₀ _ hn0.ne'⟩
  refine ⟨2 * r + e, by linarith, fun k hk => ?_⟩
  have hk' : (k : ℝ) ≤ n := by
    have : k ≤ n := by omega
    exact_mod_cast this
  calc (k : ℝ) * (2 * r + e) ≤ n * (2 * r + e) :=
        mul_le_mul_of_nonneg_right hk' (by linarith)
    _ ≤ L := by nlinarith
```

The next theorem holds for any finite index type `ι`, with `Fintype.card ι` as the number of hills. `choose` assigns to each grid point `k` a hill `f k` that reaches it. To show that `f` is injective, the proof takes a coordinate where `k` and `k'` differ, and `dist_le_pi_dist` bounds the coordinate distances to the shared centre by `r`. The two cases of `rcases` are the two orders of $k_j$ and $k'_j$; each contradicts $a>2r$. Counting the functions `k` gives $m^d$.

```lean
/-- Any finite family of hills of radius `r > 0` that covers the cube `[0, L]^d`, `L > 0`,
has at least `⌈L / (2r)⌉ ^ d` members. -/
theorem ceil_pow_le_card {ι : Type*} [Fintype ι] {d : ℕ} {L r : ℝ} (hL : 0 < L) (hr : 0 < r)
    {c : ι → Fin d → ℝ} (h : Covers c r L) :
    ⌈L / (2 * r)⌉₊ ^ d ≤ Fintype.card ι := by
  obtain ⟨a, ha, hfit⟩ := exists_spacing hL hr
  have hbox : ∀ k : Fin d → Fin ⌈L / (2 * r)⌉₊,
      ∀ j, ((k j : ℕ) : ℝ) * a ∈ Set.Icc 0 L := fun k j =>
    ⟨mul_nonneg (Nat.cast_nonneg _) (by linarith), hfit _ (k j).2⟩
  -- assign to each grid point a hill that reaches it
  choose f hf using fun k => h (fun j => ((k j : ℕ) : ℝ) * a) (hbox k)
  have hinj : Function.Injective f := by
    intro k k' e
    funext j
    by_contra hne
    have hne' : (k j : ℕ) ≠ (k' j : ℕ) := fun hh => hne (Fin.ext hh)
    have h1 := (dist_le_pi_dist _ _ j).trans (Metric.mem_closedBall.1 (hf k))
    have h2 := (dist_le_pi_dist _ _ j).trans (Metric.mem_closedBall.1 (hf k'))
    rw [e] at h1
    rw [Real.dist_eq, abs_le] at h1 h2
    obtain ⟨h1a, h1b⟩ := h1
    obtain ⟨h2a, h2b⟩ := h2
    -- two different grid points are too far apart to share a hill
    rcases lt_or_gt_of_ne hne' with hlt | hlt
    · have hc : ((k j : ℕ) : ℝ) + 1 ≤ ((k' j : ℕ) : ℝ) := by exact_mod_cast hlt
      have := mul_le_mul_of_nonneg_right hc (by linarith : (0 : ℝ) ≤ a)
      linarith
    · have hc : ((k' j : ℕ) : ℝ) + 1 ≤ ((k j : ℕ) : ℝ) := by exact_mod_cast hlt
      have := mul_le_mul_of_nonneg_right hc (by linarith : (0 : ℝ) ≤ a)
      linarith
  have hcard := Fintype.card_le_of_injective f hinj
  simpa only [Fintype.card_fun, Fintype.card_fin] using hcard
```

## The lattice and the exact minimum

Here `key` is the one-coordinate argument, with $x=0$ treated separately. Then `choose` collects the cell numbers of all coordinates, and `dist_pi_le_iff` turns the coordinate bounds into a sup-norm bound.

```lean
/-- For positive `L` and `r`, the hills of radius `r` centred at the points with coordinates
`(2 k_j + 1) r`, where `k_j` runs from `0` to `⌈L / (2r)⌉ - 1`, cover the cube `[0, L]^d`. -/
theorem lattice_covers (d : ℕ) {L r : ℝ} (hL : 0 < L) (hr : 0 < r) :
    Covers (fun (k : Fin d → Fin ⌈L / (2 * r)⌉₊) j => (2 * ((k j : ℕ) : ℝ) + 1) * r) r L := by
  -- one coordinate at a time: find the cell that contains `x`
  have key : ∀ x : ℝ, x ∈ Set.Icc 0 L →
      ∃ k : Fin ⌈L / (2 * r)⌉₊, |x - (2 * ((k : ℕ) : ℝ) + 1) * r| ≤ r := by
    rintro x ⟨hx0, hxL⟩
    rcases hx0.eq_or_lt with hx | hx
    · refine ⟨⟨0, Nat.ceil_pos.2 (by positivity)⟩, ?_⟩
      rw [← hx]
      simp [abs_of_pos hr]
    · have hpos : 0 < ⌈x / (2 * r)⌉₊ := Nat.ceil_pos.2 (by positivity)
      obtain ⟨k, hk⟩ := Nat.exists_eq_succ_of_ne_zero hpos.ne'
      have h1 : (k : ℝ) < x / (2 * r) := Nat.lt_ceil.1 (by omega)
      have h2 : x / (2 * r) ≤ (k : ℝ) + 1 := by
        have := Nat.le_ceil (x / (2 * r))
        rw [hk] at this
        exact_mod_cast this
      have h3 : x / (2 * r) ≤ L / (2 * r) := by gcongr
      refine ⟨⟨k, Nat.lt_ceil.2 (h1.trans_le h3)⟩, ?_⟩
      rw [lt_div_iff₀ (by positivity)] at h1
      rw [div_le_iff₀ (by positivity)] at h2
      rw [abs_le]
      constructor <;> dsimp only <;> linarith
  intro s hs
  choose k hk using fun j => key (s j) (hs j)
  refine ⟨k, ?_⟩
  rw [Metric.mem_closedBall, dist_pi_le_iff hr.le]
  intro j
  rw [Real.dist_eq]
  exact hk j
```

`IsLeast` combines two statements: $m^d$ hills can cover the cube, and no smaller number can. The first part renumbers the lattice by `Fin N` with $N=m^d$, through the equivalence `e`; the second is the lower bound.

```lean
/-- The least number of hills of radius `r > 0` that cover the cube `[0, L]^d`, `L > 0`, of
`d` collective variables is exactly `⌈L / (2r)⌉ ^ d`. -/
theorem isLeast_number_of_hills (d : ℕ) {L r : ℝ} (hL : 0 < L) (hr : 0 < r) :
    IsLeast {N : ℕ | ∃ c : Fin N → Fin d → ℝ, Covers c r L} (⌈L / (2 * r)⌉₊ ^ d) := by
  constructor
  · -- number the lattice of hills consecutively
    have hcard : Fintype.card (Fin d → Fin ⌈L / (2 * r)⌉₊) = ⌈L / (2 * r)⌉₊ ^ d := by
      simp only [Fintype.card_fun, Fintype.card_fin]
    let e := Fintype.equivFinOfCardEq hcard
    refine ⟨fun i j => (2 * ((e.symm i j : ℕ) : ℝ) + 1) * r, ?_⟩
    intro s hs
    obtain ⟨k, hk⟩ := lattice_covers d hL hr s hs
    refine ⟨e k, ?_⟩
    simpa only [Equiv.symm_apply_apply] using hk
  · rintro N ⟨c, hc⟩
    simpa only [Fintype.card_fin] using ceil_pow_le_card hL hr hc
```

## Volume, doubling and the bias

The volume bound replaces the ceiling by the real number $L/(2r)$, which never exceeds it.

```lean
/-- Volume bound: a finite family of hills of radius `r > 0` that covers the cube `[0, L]^d`,
`L > 0`, has at least `(L / (2r)) ^ d` members. -/
theorem volume_bound {ι : Type*} [Fintype ι] {d : ℕ} {L r : ℝ} (hL : 0 < L) (hr : 0 < r)
    {c : ι → Fin d → ℝ} (h : Covers c r L) :
    (L / (2 * r)) ^ d ≤ (Fintype.card ι : ℝ) := by
  calc (L / (2 * r)) ^ d ≤ (⌈L / (2 * r)⌉₊ : ℝ) ^ d :=
        pow_le_pow_left₀ (by positivity) (Nat.le_ceil _) d
    _ ≤ (Fintype.card ι : ℝ) := by exact_mod_cast ceil_pow_le_card hL hr h
```

The exponential bound assumes `2 * r < L`, meaning that one hill is too narrow to span the range of a variable. This makes the ceiling at least 2.

```lean
/-- If the range `L` of each of the `d` collective variables exceeds the hill diameter `2r`,
with `r > 0`, then at least `2 ^ d` hills are needed to cover the cube `[0, L]^d`. -/
theorem two_pow_le_card {ι : Type*} [Fintype ι] {d : ℕ} {L r : ℝ} (hr : 0 < r)
    (hLr : 2 * r < L) {c : ι → Fin d → ℝ} (h : Covers c r L) :
    2 ^ d ≤ Fintype.card ι := by
  have h1 : 1 < ⌈L / (2 * r)⌉₊ := by
    rw [Nat.lt_ceil, Nat.cast_one, lt_div_iff₀ (by positivity)]
    linarith
  exact (Nat.pow_le_pow_left h1 d).trans (ceil_pow_le_card (by linarith) hr h)
```

In the last theorem, `hφ` expresses the finite range of a hill, as for a Gaussian cut off at distance `r`. For $d\ge1$ an untruncated Gaussian violates it, and a single one with nonzero height gives a bias that vanishes nowhere. The hypothesis `hb` says that the bias is nonzero at every point of the cube. `Finset.exists_ne_zero_of_sum_ne_zero` extracts a nonzero term, and `hφ` places its centre within reach of `s`. The conclusion is a necessary number of hills; it does not say that so many deposits flatten a free-energy surface.

```lean
/-- If the hill shape vanishes beyond sup-norm distance `r > 0` and the bias potential is nonzero
at every point of the cube `[0, L]^d`, `L > 0`, then at least `⌈L / (2r)⌉ ^ d` hills have been
deposited. -/
theorem hills_of_bias_ne_zero {ι : Type*} [Fintype ι] {d : ℕ} {L r : ℝ} (hL : 0 < L)
    (hr : 0 < r) (w : ι → ℝ) (φ : (Fin d → ℝ) → ℝ) (c : ι → Fin d → ℝ)
    (hφ : ∀ u, r < ‖u‖ → φ u = 0)
    (hb : ∀ s : Fin d → ℝ, (∀ j, s j ∈ Set.Icc 0 L) → bias w φ c s ≠ 0) :
    ⌈L / (2 * r)⌉₊ ^ d ≤ Fintype.card ι := by
  refine ceil_pow_le_card hL hr (c := c) ?_
  intro s hs
  have hsum := hb s hs
  unfold bias at hsum
  -- a nonzero sum has a nonzero term, and that hill reaches `s`
  obtain ⟨i, _, hi⟩ := Finset.exists_ne_zero_of_sum_ne_zero hsum
  refine ⟨i, ?_⟩
  by_contra hc
  rw [Metric.mem_closedBall, dist_eq_norm, not_le] at hc
  exact hi (by rw [hφ _ hc, mul_zero])

end CollectiveVariableCovering
```

```lean
#print axioms CollectiveVariableCovering.isLeast_number_of_hills
-- 'CollectiveVariableCovering.isLeast_number_of_hills' depends on axioms: [propext, Classical.choice, Quot.sound]
#print axioms CollectiveVariableCovering.volume_bound
-- 'CollectiveVariableCovering.volume_bound' depends on axioms: [propext, Classical.choice, Quot.sound]
#print axioms CollectiveVariableCovering.two_pow_le_card
-- 'CollectiveVariableCovering.two_pow_le_card' depends on axioms: [propext, Classical.choice, Quot.sound]
#print axioms CollectiveVariableCovering.hills_of_bias_ne_zero
-- 'CollectiveVariableCovering.hills_of_bias_ne_zero' depends on axioms: [propext, Classical.choice, Quot.sound]
```
